# Pivoted Cholesky of a positive semidefinite integral matrix: residual diagonals at most τ bound every entry's error by τ

When I Cholesky-decompose two-electron integrals, I stop adding vectors once the largest remaining diagonal entry falls to a threshold $\tau$. I then use the vectors in place of all the integrals, although I never looked at most of the off-diagonal errors.

The claim behind this is as follows. Start from a real positive semidefinite matrix $M$ and repeatedly replace the residual $R$ by $R_{ij}-R_{ip}R_{jp}/R_{pp}$, with $R_{pp}>0$. Every residual stays positive semidefinite, and once its diagonal is at most $\tau$, the vectors reproduce every entry of $M$ within $\tau$. Can this be proved rigorously and checked in Lean?

## Why the diagonal controls everything

Yes. Let $R$ be symmetric and positive semidefinite, $R'$ the residual after pivot $p$, and $e_p$ the unit vector along $p$. For any real vector $x$ and number $t$,

$$0\le (x+te_p)^TR(x+te_p)=x^TRx+2t(Rx)_p+t^2R_{pp}.$$

At the minimum, $t=-(Rx)_p/R_{pp}$, the right side becomes

$$x^TRx-\frac{(Rx)_p^2}{R_{pp}}=x^TR'x,$$

where the equality uses $\sum_i x_iR_{ip}=(Rx)_p$. So $x^TR'x\ge0$. Since $R'$ is also symmetric, positivity passes from step to step.

With $v_i=R_{ip}/\sqrt{R_{pp}}$, each step reads $R_{ij}=v_iv_j+R'_{ij}$. Summing over the steps gives $M_{ij}=\sum_v v_iv_j+R_{ij}$, with $R$ now the final residual.

Taking $x=e_j$, $p=i$ and $t=\pm1$ in the inequality gives $0\le R_{jj}\pm2R_{ij}+R_{ii}$. Hence $|R_{ij}|\le(R_{ii}+R_{jj})/2\le\tau$.

Two consequences follow:

- **Quadratic form.** The error is $x^TMx-\sum_v(v\cdot x)^2=x^TRx$. It is nonnegative and at most $\sum_{ij}|x_i||R_{ij}||x_j|\le\tau(\sum_i|x_i|)^2$.
- **Termination.** Let $\tau\ge0$ and pivot on an entry $R_{pp}>\tau$. Then $R'_{pp}=0$. If $R_{ii}=0$, then $R'_{ii}=-R_{ip}^2/R_{pp}\le0$, while positivity gives $R'_{ii}\ge0$, so it stays zero. Each step removes at least one nonzero diagonal entry, so at most as many steps are needed as $M$ has rows.

```lean
import Mathlib

open Matrix

namespace CholeskyIntegralDecomposition

noncomputable section

variable {n : Type*}

/-- The residual after a step with pivot `p`: from each entry `R i j`, the product of the entries
`i` and `j` of column `p`, divided by `R p p`, is subtracted. -/
def residualStep (R : Matrix n n ℝ) (p : n) : Matrix n n ℝ :=
  Matrix.of fun i j => R i j - R i p * R j p / R p p

/-- The Cholesky vector belonging to the pivot `p` of the residual `R`. -/
def cholVec (R : Matrix n n ℝ) (p : n) : n → ℝ :=
  fun i => R i p / √(R p p)

/-- `Run M L R` says that successive Cholesky steps with positive pivots, starting from `M`,
have produced the list `L` of Cholesky vectors and the residual `R`. -/
inductive Run (M : Matrix n n ℝ) : List (n → ℝ) → Matrix n n ℝ → Prop
  | start : Run M [] M
  | pivot {L : List (n → ℝ)} {R : Matrix n n ℝ} (p : n) (h : Run M L R) (hp : 0 < R p p) :
      Run M (cholVec R p :: L) (residualStep R p)

/-- The matrix rebuilt from a list of Cholesky vectors, entry by entry. -/
def approx (L : List (n → ℝ)) (i j : n) : ℝ :=
  (L.map fun v => v i * v j).sum

/-- The accumulated Cholesky products and the current residual add up to the original matrix. -/
theorem run_decomposition {M R : Matrix n n ℝ} {L : List (n → ℝ)} (h : Run M L R) (i j : n) :
    M i j = approx L i j + R i j := by
  induction h with
  | start => simp [approx]
  | @pivot L R p h hp ih =>
    have e : cholVec R p i * cholVec R p j = R i p * R j p / R p p := by
      simp only [cholVec]
      rw [div_mul_div_comm, Real.mul_self_sqrt hp.le]
    simp only [approx, List.map_cons, List.sum_cons, residualStep, Matrix.of_apply] at ih ⊢
    rw [e, ih]
    ring

variable [Fintype n]

/-- For a symmetric matrix, pairing a vector with column `p` gives component `p` of the
matrix-vector product. -/
theorem dot_column {R : Matrix n n ℝ} (hs : ∀ i j, R i j = R j i) (x : n → ℝ) (p : n) :
    x ⬝ᵥ (fun i => R i p) = (R *ᵥ x) p := by
  simp only [Matrix.mulVec, dotProduct]
  refine Finset.sum_congr rfl fun i _ => ?_
  rw [hs i p, mul_comm]

/-- The quadratic form of a positive semidefinite matrix stays nonnegative when the vector `x`
is shifted by `t` along the basis direction `p`. -/
theorem shift_nonneg {R : Matrix n n ℝ} (hR : R.PosSemidef) (x : n → ℝ) (p : n) (t : ℝ) :
    0 ≤ x ⬝ᵥ R *ᵥ x + 2 * t * (R *ᵥ x) p + t ^ 2 * R p p := by
  classical
  have hs : ∀ i j, R i j = R j i := fun i j => by
    simpa using (hR.isHermitian.apply i j).symm
  obtain ⟨e, he⟩ : ∃ e : n → ℝ, e = Pi.single p 1 := ⟨_, rfl⟩
  have h1 : ∀ w : n → ℝ, e ⬝ᵥ w = w p := fun w => by simp [he]
  have h2 : R *ᵥ e = fun i => R i p := by
    ext i
    simp [he]
  have h := (Matrix.posSemidef_iff_dotProduct_mulVec.1 hR).2 (x + t • e)
  simp only [star_trivial, Matrix.mulVec_add, Matrix.mulVec_smul, h2, add_dotProduct,
    dotProduct_add, smul_dotProduct, dotProduct_smul, h1, dot_column hs, smul_eq_mul,
    Pi.add_apply, Pi.smul_apply] at h
  linarith

/-- A Cholesky step lowers the quadratic form at `x` by the square of the pivot component of
`R x`, divided by the pivot. -/
theorem residualStep_quadratic {R : Matrix n n ℝ} (hs : ∀ i j, R i j = R j i)
    (x : n → ℝ) (p : n) :
    x ⬝ᵥ residualStep R p *ᵥ x = x ⬝ᵥ R *ᵥ x - (R *ᵥ x) p ^ 2 / R p p := by
  have hv : residualStep R p *ᵥ x
      = R *ᵥ x - ((R *ᵥ x) p / R p p) • (fun i => R i p) := by
    ext i
    simp only [residualStep, Matrix.mulVec, dotProduct, Matrix.of_apply, Pi.sub_apply,
      Pi.smul_apply, smul_eq_mul, sub_mul, Finset.sum_sub_distrib]
    congr 1
    rw [Finset.sum_div, Finset.sum_mul]
    refine Finset.sum_congr rfl fun j _ => ?_
    rw [hs j p]
    ring
  rw [hv, dotProduct_sub, dotProduct_smul, dot_column hs, smul_eq_mul]
  ring

/-- Every residual met in a Cholesky run from a positive semidefinite matrix is positive
semidefinite. -/
theorem run_posSemidef {M R : Matrix n n ℝ} {L : List (n → ℝ)} (hM : M.PosSemidef)
    (h : Run M L R) : R.PosSemidef := by
  induction h with
  | start => exact hM
  | @pivot L R p h hp ih =>
    have hs : ∀ i j, R i j = R j i := fun i j => by
      simpa using (ih.isHermitian.apply i j).symm
    refine Matrix.posSemidef_iff_dotProduct_mulVec.2 ⟨?_, fun x => ?_⟩
    · refine Matrix.IsHermitian.ext fun i j => ?_
      simp only [residualStep, Matrix.of_apply, star_trivial]
      rw [hs i j]
      ring
    · -- the best shift along the pivot direction gives exactly the new quadratic form
      rw [star_trivial, residualStep_quadratic hs]
      have h0 := shift_nonneg ih x p (-((R *ᵥ x) p / R p p))
      have e : 2 * (-((R *ᵥ x) p / R p p)) * (R *ᵥ x) p
          + (-((R *ᵥ x) p / R p p)) ^ 2 * R p p = -((R *ᵥ x) p ^ 2 / R p p) := by
        have hne := hp.ne'
        field_simp
        ring
      linarith

/-- If the diagonal of a positive semidefinite matrix is at most `τ`, every entry is at most `τ`
in absolute value. -/
theorem entry_le {R : Matrix n n ℝ} (hR : R.PosSemidef) {τ : ℝ} (hτ : ∀ i, R i i ≤ τ)
    (i j : n) : |R i j| ≤ τ := by
  classical
  have a : ∀ k, (R *ᵥ (Pi.single j (1 : ℝ) : n → ℝ)) k = R k j := fun k => by simp
  have b : (Pi.single j (1 : ℝ) : n → ℝ) ⬝ᵥ R *ᵥ (Pi.single j (1 : ℝ) : n → ℝ) = R j j := by
    rw [single_dotProduct, a, one_mul]
  have h1 := shift_nonneg hR (Pi.single j 1) i 1
  have h2 := shift_nonneg hR (Pi.single j 1) i (-1)
  rw [a, b] at h1 h2
  rw [abs_le]
  constructor <;> linarith [hτ i, hτ j]

/-- In a Cholesky run from a positive semidefinite `M` the residual is positive semidefinite, and
once its diagonal is at most `τ` the Cholesky vectors reproduce every entry of `M` within `τ`. -/
theorem cholesky_run_accuracy {M R : Matrix n n ℝ} {L : List (n → ℝ)} (hM : M.PosSemidef)
    (h : Run M L R) (τ : ℝ) :
    R.PosSemidef ∧ ((∀ i, R i i ≤ τ) → ∀ i j, |M i j - approx L i j| ≤ τ) := by
  refine ⟨run_posSemidef hM h, fun hτ i j => ?_⟩
  rw [run_decomposition h i j, add_sub_cancel_left]
  exact entry_le (run_posSemidef hM h) hτ i j

/-- Once the residual diagonal of a Cholesky run from a positive semidefinite `M` is at most `τ`,
the quadratic form of `M` at `x` is approximated from below by the Cholesky vectors, with an error
of at most `τ` times the squared sum of the absolute coefficients of `x`. -/
theorem cholesky_energy_error {M R : Matrix n n ℝ} {L : List (n → ℝ)} (hM : M.PosSemidef)
    (h : Run M L R) {τ : ℝ} (hτ : ∀ i, R i i ≤ τ) (x : n → ℝ) :
    0 ≤ x ⬝ᵥ M *ᵥ x - (L.map fun v => (v ⬝ᵥ x) ^ 2).sum ∧
      x ⬝ᵥ M *ᵥ x - (L.map fun v => (v ⬝ᵥ x) ^ 2).sum ≤ τ * (∑ i, |x i|) ^ 2 := by
  have hR := run_posSemidef hM h
  -- the error is the quadratic form of the residual
  have key : x ⬝ᵥ M *ᵥ x = (L.map fun v => (v ⬝ᵥ x) ^ 2).sum + x ⬝ᵥ R *ᵥ x := by
    clear hτ hR
    induction h with
    | start => simp
    | @pivot L R p h hp ih =>
      have hs : ∀ i j, R i j = R j i := fun i j => by
        simpa using ((run_posSemidef hM h).isHermitian.apply i j).symm
      have hv : cholVec R p ⬝ᵥ x = (R *ᵥ x) p / √(R p p) := by
        simp only [dotProduct, Matrix.mulVec, cholVec, Finset.sum_div]
        refine Finset.sum_congr rfl fun i _ => ?_
        rw [hs i p]
        ring
      rw [List.map_cons, List.sum_cons, hv, div_pow, Real.sq_sqrt hp.le,
        residualStep_quadratic hs, ih]
      ring
  have lower : 0 ≤ x ⬝ᵥ R *ᵥ x := by
    simpa only [star_trivial] using (Matrix.posSemidef_iff_dotProduct_mulVec.1 hR).2 x
  have upper : x ⬝ᵥ R *ᵥ x ≤ τ * (∑ i, |x i|) ^ 2 := by
    calc x ⬝ᵥ R *ᵥ x = ∑ i, ∑ j, x i * (R i j * x j) := by
          simp only [dotProduct, Matrix.mulVec, Finset.mul_sum]
      _ ≤ ∑ i, ∑ j, τ * (|x i| * |x j|) := by
          refine Finset.sum_le_sum fun i _ => Finset.sum_le_sum fun j _ => ?_
          calc x i * (R i j * x j) ≤ |x i * (R i j * x j)| := le_abs_self _
            _ = |R i j| * (|x i| * |x j|) := by rw [abs_mul, abs_mul]; ring
            _ ≤ τ * (|x i| * |x j|) :=
                mul_le_mul_of_nonneg_right (entry_le hR hτ i j) (by positivity)
      _ = τ * (∑ i, |x i|) ^ 2 := by
          rw [sq, Finset.sum_mul_sum]
          simp only [Finset.mul_sum]
  constructor <;> linarith

/-- For every threshold `τ ≥ 0` some Cholesky run brings the whole residual diagonal down to at
most `τ`, using no more vectors than `M` has rows. -/
theorem exists_converged_run {M : Matrix n n ℝ} (hM : M.PosSemidef) {τ : ℝ} (hτ : 0 ≤ τ) :
    ∃ L R, Run M L R ∧ (∀ i, R i i ≤ τ) ∧ L.length ≤ Fintype.card n := by
  classical
  -- induction on a bound `k` for the number of nonzero diagonal entries of the residual
  have key : ∀ (k : ℕ) (L : List (n → ℝ)) (R : Matrix n n ℝ), Run M L R →
      (Finset.univ.filter fun i => R i i ≠ 0).card ≤ k →
      ∃ L' R', Run M L' R' ∧ (∀ i, R' i i ≤ τ) ∧ L'.length ≤ L.length + k := by
    intro k
    induction k with
    | zero =>
      intro L R h hk
      refine ⟨L, R, h, fun i => ?_, le_rfl⟩
      by_contra hi
      have hne : R i i ≠ 0 := fun h0 => hi (h0 ▸ hτ)
      have hpos : 0 < (Finset.univ.filter fun i => R i i ≠ 0).card :=
        Finset.card_pos.2 ⟨i, Finset.mem_filter.2 ⟨Finset.mem_univ i, hne⟩⟩
      omega
    | succ k ih =>
      intro L R h hk
      by_cases hd : ∀ i, R i i ≤ τ
      · exact ⟨L, R, h, hd, by omega⟩
      obtain ⟨p, hp'⟩ := not_forall.1 hd
      have hp : 0 < R p p := lt_of_le_of_lt hτ (not_le.1 hp')
      have hrun := Run.pivot p h hp
      -- the pivot entry is cleared, and entries that were zero stay zero
      have hsub : (Finset.univ.filter fun i => residualStep R p i i ≠ 0) ⊆
          (Finset.univ.filter fun i => R i i ≠ 0).erase p := by
        intro i hi
        have hi' := (Finset.mem_filter.1 hi).2
        refine Finset.mem_erase.2 ⟨fun hip => hi' ?_,
          Finset.mem_filter.2 ⟨Finset.mem_univ i, fun h0 => hi' ?_⟩⟩
        · rw [hip]
          simp only [residualStep, Matrix.of_apply]
          rw [mul_div_assoc, div_self hp.ne', mul_one, sub_self]
        · have h1 := shift_nonneg (run_posSemidef hM hrun) 0 i 1
          have h2 : 0 ≤ residualStep R p i i := by simpa using h1
          have h3 := div_nonneg (mul_self_nonneg (R i p)) hp.le
          refine le_antisymm ?_ h2
          simp only [residualStep, Matrix.of_apply]
          linarith
      have hc := Finset.card_le_card hsub
      rw [Finset.card_erase_of_mem
        (Finset.mem_filter.2 ⟨Finset.mem_univ p, hp.ne'⟩)] at hc
      obtain ⟨L', R', h1, h2, h3⟩ := ih _ _ hrun (by omega)
      refine ⟨L', R', h1, h2, ?_⟩
      rw [List.length_cons] at h3
      omega
  obtain ⟨L, R, h1, h2, h3⟩ := key (Fintype.card n) [] M Run.start (Finset.card_le_univ _)
  exact ⟨L, R, h1, h2, by simpa using h3⟩

end

end CholeskyIntegralDecomposition
```

```lean
#print axioms CholeskyIntegralDecomposition.cholesky_run_accuracy
#print axioms CholeskyIntegralDecomposition.cholesky_energy_error
#print axioms CholeskyIntegralDecomposition.exists_converged_run
```

```
'CholeskyIntegralDecomposition.cholesky_run_accuracy' depends on axioms: [propext, Classical.choice, Quot.sound]
'CholeskyIntegralDecomposition.cholesky_energy_error' depends on axioms: [propext, Classical.choice, Quot.sound]
'CholeskyIntegralDecomposition.exists_converged_run' depends on axioms: [propext, Classical.choice, Quot.sound]
```

## What the Lean statements say about integrals

The index type `n` labels products of real orbitals, and `M i j` is the repulsion integral between products $i$ and $j$. `M.PosSemidef` includes symmetry. It stands for the fact that the Coulomb self-repulsion of a real charge distribution is never negative; here it is assumed, not derived from the kernel.

`Run M L R` means that some sequence of positive pivots has led from `M` to the vectors `L`, newest first, and the residual `R`. The pivot order is free, so choosing the largest diagonal entry is one case. `approx L i j` is $\sum_v v_iv_j$.

`cholesky_run_accuracy` is the claim you asked about. `cholesky_energy_error` bounds the error that the vectors make in the self-repulsion $x^TMx$ of a density with coefficients $x$; this self-repulsion is twice the density's classical Coulomb energy. `exists_converged_run` supplies a run that meets the threshold.

For a finite set of orbital products and exact real arithmetic, this justifies the diagonal stopping test in integral decomposition. Rounding is not modelled, and the bound on the number of vectors is a worst case that promises no compression.

Positivity is essential to the test: the symmetric matrix with rows $(0,1)$ and $(1,0)$ has zero diagonal, yet an entry equal to 1.

An implementation need not store $M$: it can compute the diagonal first and generate a column only when its pivot is chosen, from $R_{ip}=M_{ip}-\sum_v v_iv_p$, summed over the vectors found so far. The new vector then updates the stored diagonal by subtracting $v_i^2$. Programs that compute integrals in batches may generate several columns of $M$ at once.

## How the proof follows the algebra

`run_decomposition` proves the telescoping sum by induction on the run. `shift_nonneg` expands the shifted quadratic form, with `dot_column` supplying the symmetry step, and `residualStep_quadratic` computes $x^TR'x$ for symmetric $R$. `run_posSemidef` inserts the minimising $t$; `field_simp` and `ring` simplify the result.

`entry_le` uses the shifts $\pm1$ and finishes with `linarith`. `cholesky_run_accuracy` combines it with the decomposition.

In `cholesky_energy_error`, `key` identifies the error with $x^TRx$, and the `calc` block bounds it entry by entry. `exists_converged_run` uses induction on a bound `k` for the number of nonzero diagonal entries; `hsub` shows that a pivot clears its own entry and revives none.
